# The lowest internal ring-polymer mode at a parabolic barrier top is unstable for every bead number P ≥ 2 exactly when βħω ≥ 2π

Take a ring polymer of $P$ beads, all sitting at the top of a parabolic barrier of frequency $\omega$, at inverse temperature $\beta$, and put $u=\beta\hbar\omega>0$. Let each bead feel the full barrier potential. In units of $m/(\beta\hbar)^2$, where $m$ is the particle mass, the curvature of the ring-polymer potential along the normalised lowest internal mode is

$$4P^2\sin^2(\pi/P)-u^2 .$$

It is negative for every $P\ge 2$ exactly when $u\ge 2\pi$. If $u<2\pi$, all internal modes have positive curvature once $P$ is large enough. The reason is that $2P\sin(\pi/P)$ stays below $2\pi$ and tends to $2\pi$; it also increases strictly with $P$.

The condition $u=2\pi$ is the crossover temperature $T_c=\hbar\omega/(2\pi k_B)$ of instanton rate theory. For a single particle on an exactly parabolic one-dimensional barrier, the result says when the collapsed ring polymer becomes unstable along internal modes as well as along the motion of its centroid. It says nothing about the instanton that takes over on an anharmonic barrier, or about the rate.

```lean
import Mathlib

open Real Filter Topology

namespace RingPolymerCrossover

noncomputable section
```

## Springs and an inverted parabola

The ring-polymer potential for bead positions $q_j$, measured from the barrier top, is

$$U=\sum_{j}\left[\tfrac12 m\,\omega_P^2\,(q_{j+1}-q_j)^2-\tfrac12 m\omega^2q_j^2\right],\qquad \omega_P=\frac{P}{\beta\hbar},$$

with the sum over one turn of the ring. Each bead feels the full barrier potential, and the springs have frequency $\omega_P$. Differentiating twice gives the Hessian, whose action on a displacement $q$ is

$$(Hq)_j=m\omega_P^2\,(2q_j-q_{j+1}-q_{j-1})-m\omega^2q_j .$$

In Lean, `barrierHessian` is this formula. A displacement is a function `q : ℤ → ℝ`, so the neighbours $j\pm1$ always exist. The ring closes when $q$ has period $P$, which has to be shown for the displacements that are used. The Hessian is written down directly and not obtained by differentiating $U$ in Lean.

```lean
/-- The Hessian of a ring polymer at the top of a parabolic barrier, acting on bead
displacements `q`: springs of frequency `P / (β ħ)` between neighbouring beads, and the
inverted parabola of frequency `ω` on each bead. -/
def barrierHessian (m β ħ ω : ℝ) (P : ℕ) (q : ℤ → ℝ) (j : ℤ) : ℝ :=
  m * (P / (β * ħ)) ^ 2 * (2 * q j - q (j + 1) - q (j - 1)) - m * ω ^ 2 * q j
```

The candidates for eigenvectors are cosine waves with $k$ periods around the ring,

$$q_j=\cos(2\theta_kj),\qquad \theta_k=\frac{k\pi}{P}.$$

They are not normalised, which has no effect on an eigenvalue. They are nonzero, since $q_0=1$. The index $k=0$ is the centroid mode, and $k=1,\dots,P-1$ label the internal modes. The cosine waves for $k$ and $P-k$ coincide; when $k\neq P-k$, the second internal mode of the pair is the sine wave $\sin(2\theta_kj)$, which has the same eigenvalue.

```lean
/-- The cosine wave with `k` periods around a ring of `P` beads. -/
def beadMode (P k : ℕ) (j : ℤ) : ℝ := Real.cos (2 * (k * π / P) * j)
```

The dimensionless curvature of mode $k$ is $4P^2\sin^2\theta_k-u^2$. The definition takes $u$ as an independent real number; the eigenvalue theorem below identifies it with $\beta\hbar\omega$.

```lean
/-- The reduced curvature `4 P² sin²(k π / P) - u²` of mode `k` at the barrier top. -/
def curvature (P k : ℕ) (u : ℝ) : ℝ := 4 * (P : ℝ) ^ 2 * Real.sin (k * π / P) ^ 2 - u ^ 2
```

Without the barrier, mode $k=1$ would have frequency $2P\sin(\pi/P)$ in units of $1/(\beta\hbar)$. Call this number $L_P$; in Lean it is `lowestFreq P`. Its first values are $L_1=0$, $L_2=4$ and $L_3=3\sqrt3\approx5.20$.

```lean
/-- The frequency `2 P sin(π / P)` of the free ring-polymer mode `k = 1`, in units of
`1 / (β ħ)`. -/
def lowestFreq (P : ℕ) : ℝ := 2 * P * Real.sin (π / P)
```

## Cosine waves are eigenvectors of the Hessian

Moving once around the ring changes the phase by $2\theta_kP=2\pi k$, so $q_{j+P}=q_j$. For the eigenvalue, the addition formulas give

$$q_{j+1}+q_{j-1}=2\cos(2\theta_k)\,q_j ,$$

and hence

$$2q_j-q_{j+1}-q_{j-1}=2\,(1-\cos2\theta_k)\,q_j=4\sin^2\theta_k\;q_j .$$

Inserting this into the Hessian,

$$(Hq)_j=\left[\frac{mP^2}{(\beta\hbar)^2}\,4\sin^2\theta_k-m\omega^2\right]q_j=\frac{m}{(\beta\hbar)^2}\left[4P^2\sin^2\theta_k-(\beta\hbar\omega)^2\right]q_j .$$

The theorem states both facts, periodicity and the eigenvalue equation, for every bead index $j$ and every $P\ge1$. It assumes $\beta>0$ and $\hbar>0$ but puts no condition on $m$. For a physical mass $m>0$ the prefactor is positive, so the Hessian eigenvalue and `curvature` have the same sign.

In the proof, `h` is the phase shift by $2\pi k$, `h1` and `h2` split the phases at $j\pm1$, and `hc` is the double-angle formula. After that, the sine and cosine are replaced by plain variables and the remaining identity is algebra.

```lean
/-- The cosine waves are periodic around the ring and satisfy the eigenvalue equation of the
barrier-top Hessian, with eigenvalue `m / (β ħ)²` times the reduced curvature at `u = β ħ ω`. -/
theorem beadMode_eigenvector (m ω : ℝ) {β ħ : ℝ} (hβ : 0 < β) (hħ : 0 < ħ)
    {P : ℕ} (hP : 1 ≤ P) (k : ℕ) (j : ℤ) :
    beadMode P k (j + P) = beadMode P k j ∧
    barrierHessian m β ħ ω P (beadMode P k) j =
      m / (β * ħ) ^ 2 * curvature P k (β * ħ * ω) * beadMode P k j := by
  have hP' : (0 : ℝ) < P := by exact_mod_cast hP
  constructor
  · unfold beadMode
    have h : 2 * (k * π / P) * ((j + (P : ℤ) : ℤ) : ℝ)
        = 2 * (k * π / P) * (j : ℝ) + k * (2 * π) := by
      push_cast
      field_simp
    rw [h, Real.cos_add_nat_mul_two_pi]
  · unfold barrierHessian beadMode curvature
    have h1 : 2 * (k * π / P) * ((j + 1 : ℤ) : ℝ)
        = 2 * (k * π / P) * (j : ℝ) + 2 * (k * π / P) := by
      push_cast
      ring
    have h2 : 2 * (k * π / P) * ((j - 1 : ℤ) : ℝ)
        = 2 * (k * π / P) * (j : ℝ) - 2 * (k * π / P) := by
      push_cast
      ring
    -- the second difference of a cosine produces the factor 4 sin²
    have hc : Real.cos (2 * (k * π / P)) = 1 - 2 * Real.sin (k * π / P) ^ 2 := by
      rw [Real.cos_two_mul, Real.cos_sq']
      ring
    rw [h1, h2, Real.cos_add, Real.cos_sub, hc]
    generalize Real.sin (k * π / P) = s
    generalize Real.cos (2 * (k * π / P) * (j : ℝ)) = c
    field_simp
    ring
```

## More beads raise the free frequency

Let $1\le P<Q$. The angle $\pi/Q$ is a weighted mean of $0$ and $\pi/P$:

$$\frac{\pi}{Q}=\left(1-\frac PQ\right)\cdot0+\frac PQ\cdot\frac{\pi}{P}.$$

The sine is strictly concave on $[0,\pi]$, and both end points lie there, so

$$\sin\frac{\pi}{Q}>\frac PQ\,\sin\frac{\pi}{P}.$$

Multiplying by $2Q$ gives $L_Q>L_P$. The Lean statement is strict monotonicity on the set of natural numbers $P\ge1$. The proof applies `strictConcaveOn_sin_Icc` with exactly these weights, and `e` identifies the weighted mean with $\pi/Q$.

```lean
/-- The frequency `2 P sin(π / P)` increases strictly with the number of beads. -/
theorem lowestFreq_strictMono : StrictMonoOn lowestFreq (Set.Ici 1) := by
  intro P hP Q _ hPQ
  have hP1 : (1 : ℝ) ≤ P := by exact_mod_cast (Set.mem_Ici.mp hP)
  have hP' : (0 : ℝ) < P := by linarith
  have hPQ' : (P : ℝ) < Q := by exact_mod_cast hPQ
  have hQ' : (0 : ℝ) < Q := by linarith
  have hy : 0 < π / (P : ℝ) := div_pos pi_pos hP'
  have hfrac : (P : ℝ) / Q < 1 := (div_lt_one hQ').mpr hPQ'
  -- π/Q lies between 0 and π/P, where the sine is strictly concave
  have h := strictConcaveOn_sin_Icc.2
    (show (0 : ℝ) ∈ Set.Icc 0 π from ⟨le_rfl, pi_pos.le⟩)
    (show π / (P : ℝ) ∈ Set.Icc 0 π from ⟨hy.le, div_le_self pi_pos.le hP1⟩)
    hy.ne
    (show (0 : ℝ) < 1 - P / Q by linarith)
    (show (0 : ℝ) < P / Q from div_pos hP' hQ') (by ring)
  have e : (P : ℝ) / Q * (π / P) = π / Q := by field_simp
  simp only [smul_eq_mul, Real.sin_zero, mul_zero, zero_add] at h
  rw [e, div_mul_eq_mul_div, div_lt_iff₀ hQ'] at h
  unfold lowestFreq
  linarith
```

## The bound and the limit

For $x>0$ we have $\sin x<x$. With $x=\pi/P$ this gives

$$L_P=2P\sin\frac{\pi}{P}<2P\cdot\frac{\pi}{P}=2\pi .$$

The inequality is strict at every finite $P$. This is why $u=2\pi$ itself falls on the unstable side of the crossover.

```lean
/-- For every number of beads the frequency `2 P sin(π / P)` lies below `2 π`. -/
theorem lowestFreq_lt_two_pi {P : ℕ} (hP : 1 ≤ P) : lowestFreq P < 2 * π := by
  have hP' : (0 : ℝ) < P := by exact_mod_cast hP
  have h := mul_lt_mul_of_pos_left (Real.sin_lt (div_pos pi_pos hP')) hP'
  have e : (P : ℝ) * (π / P) = π := by field_simp
  rw [e] at h
  unfold lowestFreq
  linarith
```

For the limit, write $\operatorname{sinc}x=\sin x/x$ for $x\neq0$ and $\operatorname{sinc}0=1$. Then for $P\ge1$

$$L_P=2\pi\,\operatorname{sinc}\!\left(\frac{\pi}{P}\right).$$

As $P\to\infty$ the argument tends to $0$, and since sinc is continuous, $L_P\to2\pi$. The Lean proof first takes the limit of the right-hand side and then transfers it to `lowestFreq`, because the two sequences agree from $P=1$ onwards.

```lean
/-- In the limit of infinitely many beads the frequency `2 P sin(π / P)` tends to `2 π`. -/
theorem lowestFreq_tendsto : Tendsto lowestFreq atTop (𝓝 (2 * π)) := by
  have h0 : Tendsto (fun P : ℕ => π / (P : ℝ)) atTop (𝓝 0) :=
    tendsto_const_div_atTop_nhds_zero_nat π
  have h1 := (Real.continuous_sinc.tendsto 0).comp h0
  rw [Real.sinc_zero] at h1
  have h2 := h1.const_mul (2 * π)
  rw [mul_one] at h2
  refine h2.congr' ?_
  filter_upwards [eventually_ge_atTop 1] with P hP
  have hP' : (0 : ℝ) < P := by exact_mod_cast hP
  have hne : π / (P : ℝ) ≠ 0 := (div_pos pi_pos hP').ne'
  simp only [Function.comp_apply]
  rw [Real.sinc_of_ne_zero hne]
  unfold lowestFreq
  field_simp
```

## A crossover at each finite bead number

For $k=1$ the curvature is a difference of squares,

$$4P^2\sin^2(\pi/P)-u^2=L_P^2-u^2 .$$

Since $L_P\ge0$ and $u>0$, it is negative exactly when $L_P<u$. So a calculation with $P\ge2$ beads has its own crossover at $u=L_P$, corresponding to the temperature $\hbar\omega/(k_BL_P)$. This lies above $T_c$ and descends towards it as beads are added. With two beads the mode is already unstable for $u>4$.

The Lean theorem also admits $P=1$. There the wave with $k=1$ is constant on the single bead and coincides with the centroid mode; its curvature is $-u^2$, in agreement with $L_1=0$.

```lean
/-- With `P` beads, the mode `k = 1` has negative curvature at the barrier top exactly when
`u` exceeds `2 P sin(π / P)`. -/
theorem finite_bead_crossover {P : ℕ} (hP : 1 ≤ P) {u : ℝ} (hu : 0 < u) :
    curvature P 1 u < 0 ↔ lowestFreq P < u := by
  have hP1 : (1 : ℝ) ≤ P := by exact_mod_cast hP
  have hs : 0 ≤ Real.sin (π / P) :=
    Real.sin_nonneg_of_nonneg_of_le_pi (by positivity) (div_le_self pi_pos.le hP1)
  have h0 : 0 ≤ lowestFreq P := by
    unfold lowestFreq
    positivity
  have e : curvature P 1 u = lowestFreq P ^ 2 - u ^ 2 := by
    unfold curvature lowestFreq
    rw [Nat.cast_one, one_mul]
    ring
  rw [e, sub_neg, sq_lt_sq₀ h0 hu.le]
```

## The first internal mode is the softest

To conclude that all internal modes are stable, it is enough to control $k=1$. Let $1\le k\le P-1$. We need $\sin(\pi/P)\le\sin\theta_k$, and there are two cases.

- If $\theta_k\le\pi/2$, then $\pi/P\le\theta_k\le\pi/2$, and the sine increases on this range.
- If $\theta_k\ge\pi/2$, use $\sin\theta_k=\sin(\pi-\theta_k)$. Because $k+1\le P$, we have $\pi/P\le\pi-\theta_k\le\pi/2$, and the same monotonicity applies.

Both sines are nonnegative, so the inequality survives squaring, multiplication by $4P^2$ and subtraction of $u^2$. The `rcases` line in the proof makes the case distinction, and `h2` is the inequality $\pi/P+\theta_k\le\pi$ needed after reflection.

```lean
/-- Among the internal modes `k = 1, …, P - 1`, the mode `k = 1` has the smallest curvature. -/
theorem curvature_one_le {P k : ℕ} (hk : 1 ≤ k) (hkP : k < P) (u : ℝ) :
    curvature P 1 u ≤ curvature P k u := by
  have hk1 : (1 : ℝ) ≤ k := by exact_mod_cast hk
  have hkP' : (k : ℝ) + 1 ≤ P := by exact_mod_cast hkP
  have hP' : (0 : ℝ) < P := by linarith
  have hx : 0 < π / (P : ℝ) := div_pos pi_pos hP'
  have hs : Real.sin (π / P) ≤ Real.sin (k * π / P) := by
    rcases le_total (k * π / P) (π / 2) with h | h
    · refine Real.sin_le_sin_of_le_of_le_pi_div_two (by linarith [pi_pos]) h ?_
      rw [mul_div_assoc]
      exact le_mul_of_one_le_left hx.le hk1
    · -- beyond π/2, reflect the angle
      have h2 : π / P + k * π / P ≤ π := by
        rw [← add_div, div_le_iff₀ hP']
        nlinarith [pi_pos]
      rw [← Real.sin_pi_sub (k * π / P)]
      exact Real.sin_le_sin_of_le_of_le_pi_div_two (by linarith [pi_pos])
        (by linarith) (by linarith)
  have h0 : 0 ≤ Real.sin (π / P) :=
    Real.sin_nonneg_of_nonneg_of_le_pi hx.le (div_le_self pi_pos.le (by linarith))
  have h3 := mul_le_mul_of_nonneg_left (pow_le_pow_left₀ h0 hs 2)
    (show (0 : ℝ) ≤ 4 * (P : ℝ) ^ 2 by positivity)
  unfold curvature
  rw [Nat.cast_one, one_mul]
  linarith
```

## The crossover at βħω = 2π

Suppose first that $u<2\pi$. Because $L_P\to2\pi$, we have $L_P>u$ for all sufficiently large $P$. For such $P$ and every internal $k$,

$$4P^2\sin^2\theta_k-u^2\;\ge\;L_P^2-u^2\;>\;0 .$$

One threshold on $P$ therefore serves all internal modes at once. In Lean this is the quantifier `∀ᶠ P : ℕ in atTop`, "for all sufficiently large $P$", standing in front of the quantifier over $k$.

Now the equivalence. If $u\ge2\pi$, then $L_P<2\pi\le u$ for every $P\ge2$, and the finite-bead crossover makes the curvature of $k=1$ negative. Conversely, suppose that this curvature is negative for every $P\ge2$. If $u$ were below $2\pi$, the first part would supply some $P\ge2$ at which the same curvature is positive, a contradiction.

The proof follows this order. It establishes the large-$P$ statement as `hpos`, uses it for the converse, and obtains the remaining direction from `finite_bead_crossover` and `lowestFreq_lt_two_pi`. Only the bound and the limit of $L_P$ enter here. Strict monotonicity adds that, at fixed $u$, if the mode $k=1$ is stable at one bead number $P\ge2$, it remains stable at every larger one.

```lean
/-- Let `u = β ħ ω > 0`. The mode `k = 1` has negative curvature at the barrier top for every
`P ≥ 2` exactly when `u ≥ 2 π`; if `u < 2 π`, all internal modes have positive curvature once
`P` is large enough. -/
theorem barrier_top_crossover {u : ℝ} (hu : 0 < u) :
    ((∀ P : ℕ, 2 ≤ P → curvature P 1 u < 0) ↔ 2 * π ≤ u) ∧
    (u < 2 * π → ∀ᶠ P : ℕ in atTop, ∀ k : ℕ, 1 ≤ k → k < P → 0 < curvature P k u) := by
  have hpos : u < 2 * π →
      ∀ᶠ P : ℕ in atTop, ∀ k : ℕ, 1 ≤ k → k < P → 0 < curvature P k u := by
    intro h
    filter_upwards [lowestFreq_tendsto.eventually (lt_mem_nhds h)] with P hP k hk hkP
    refine lt_of_lt_of_le ?_ (curvature_one_le hk hkP u)
    have e : curvature P 1 u = lowestFreq P ^ 2 - u ^ 2 := by
      unfold curvature lowestFreq
      rw [Nat.cast_one, one_mul]
      ring
    rw [e]
    nlinarith
  refine ⟨⟨fun h => ?_, fun h P hP => ?_⟩, hpos⟩
  · -- below 2π some large ring polymer would have a positive lowest mode
    by_contra hlt
    obtain ⟨P, hP, hP2⟩ := ((hpos (not_le.mp hlt)).and (eventually_ge_atTop 2)).exists
    exact lt_asymm (h P hP2) (hP 1 le_rfl (by omega))
  · exact (finite_bead_crossover (by omega) hu).mpr
      (lt_of_lt_of_le (lowestFreq_lt_two_pi (by omega)) h)

end

end RingPolymerCrossover
```

```lean
#print axioms RingPolymerCrossover.beadMode_eigenvector
#print axioms RingPolymerCrossover.lowestFreq_strictMono
#print axioms RingPolymerCrossover.barrier_top_crossover
```

```
'RingPolymerCrossover.beadMode_eigenvector' depends on axioms: [propext, Classical.choice, Quot.sound]
'RingPolymerCrossover.lowestFreq_strictMono' depends on axioms: [propext, Classical.choice, Quot.sound]
'RingPolymerCrossover.barrier_top_crossover' depends on axioms: [propext, Classical.choice, Quot.sound]
```

The theorem gives no explicit threshold on $P$ for $u<2\pi$, and that threshold grows without bound as $u$ approaches $2\pi$ from below. Just above $T_c$, a ring polymer with two or more beads, but too few of them, therefore shows a spurious instability of its internal modes in this harmonic model.

## Beads labelled by residues modulo P

The displacements could also have been modelled as functions on the integers modulo $P$. The ring would then be closed by construction, the Hessian would be a real symmetric $P\times P$ matrix, and the periodicity half of `beadMode_eigenvector` would instead show that the cosine waves are well defined on residues. In that setting the natural theorem would count the negative eigenvalues of the matrix. One route to such a count is a complete set of eigenvectors: add the nonzero sine waves $\sin(2\theta_kj)$, which share the eigenvalues of the cosines, and prove that together they span the space. The development above works with the cosine waves alone and leaves completeness unproved. The crossover value $2\pi$ would be the same in both versions.
